# For a singlet pair in one real orbital, ⟨S_A·S_B⟩ between disjoint site sets is −3/8 of the Wiberg index

Put two electrons in a spin singlet on two sites, represented by two orthonormal functions, both in the real orbital c = (c₁, c₂) with c₁² + c₂² = 1. With probability c₁⁴ + c₂⁴ the electrons are on the same site. The other site is then empty, and S₁·S₂, the product of the two site spins, gives zero. With probability 2c₁²c₂² they are on different sites, and the singlet gives −3/4 in units of ħ². Hence

⟨S₁·S₂⟩ = −(3/4) · 2c₁²c₂² = −(3/2) c₁²c₂².

The density matrix P = 2ccᵀ has P₁₂ = 2c₁c₂, so the Wiberg index between the sites is P₁₂² = 4c₁²c₂². The ratio is −3/8 for every such orbital with weight on both sites. For equal weights the index is 1 and the spin correlation is −3/8.

The same relation holds for any finite number of sites and any disjoint sets A and B. In all theorems below, both electrons share one orbital. The sections below take five further conditions in turn: orthonormal site functions, the singlet spin function and a real orbital are built into the definitions, while normalisation and disjointness are stated in the theorem.

## Orthonormal site functions

A site is one basis function, and an atom or fragment is a set of them. Orthonormality means that the weight of an orbital on a set is a plain sum of squares, with no overlap terms to divide between atoms.

```lean
import Mathlib

open Finset ComplexConjugate

namespace LocalSpinBondOrder

noncomputable section

variable {n : Type*} [Fintype n] [DecidableEq n]
```

A wavefunction assigns a complex amplitude to site i and spin s of electron one and site j and spin t of electron two.

```lean
/-- Two-electron wavefunctions: site and spin of electron one, then site and spin of
electron two. -/
abbrev Wave (n : Type*) := n → Fin 2 → n → Fin 2 → ℂ

/-- The three Cartesian spin-1/2 matrices, in units of ħ. -/
def spinOp : Fin 3 → Matrix (Fin 2) (Fin 2) ℂ :=
  ![!![0, 1/2; 1/2, 0], !![0, -Complex.I/2; Complex.I/2, 0], !![1/2, 0; 0, -1/2]]
```

Write A_i for 1 if site i lies in A and 0 otherwise; this is `ind A i`. The site-projected spin is the sum over both electrons of this projector times the spin-1/2 operator, and S_A·S_B sums the products of the three Cartesian components.

```lean
/-- The projector onto the sites in `A`, as a function of position. -/
def ind (A : Finset n) (i : n) : ℂ := if i ∈ A then 1 else 0

/-- The component `α` of the site-projected spin `S_A`, summed over both electrons. -/
def siteSpin (A : Finset n) (α : Fin 3) (Ψ : Wave n) : Wave n := fun i s j t =>
  ind A i * ∑ s', spinOp α s s' * Ψ i s' j t + ind A j * ∑ t', spinOp α t t' * Ψ i s j t'

/-- The operator `S_A · S_B`. -/
def spinDot (A B : Finset n) (Ψ : Wave n) : Wave n := fun i s j t =>
  ∑ α, siteSpin A α (siteSpin B α Ψ) i s j t
```

Orthonormality enters through `braket`, which sums over sites without an overlap matrix. In an overlapping basis, both the site projectors and the bond index would need new definitions. The expectation value is a quotient, so it does not presuppose a normalised state.

```lean
/-- The inner product of two-electron wavefunctions. -/
def braket (Φ Ψ : Wave n) : ℂ := ∑ i, ∑ s, ∑ j, ∑ t, conj (Φ i s j t) * Ψ i s j t

/-- The expectation value of an operator in the state `Ψ`. -/
def expect (O : Wave n → Wave n) (Ψ : Wave n) : ℂ := braket Ψ (O Ψ) / braket Ψ Ψ
```

The state is the product c_i c_j times the singlet spin function. It is symmetric in position and antisymmetric in spin, as two electrons in one orbital must be.

```lean
/-- The amplitude `1/√2` of the singlet spin function. -/
def amp : ℂ := (((√2)⁻¹ : ℝ) : ℂ)

/-- The singlet spin function `(↑↓ - ↓↑)/√2`. -/
def singletSpin : Matrix (Fin 2) (Fin 2) ℂ := !![0, amp; -amp, 0]

/-- Two electrons in a spin singlet sharing the real orbital `c`. -/
def pairState (c : n → ℝ) : Wave n := fun i s j t => (c i : ℂ) * c j * singletSpin s t
```

The weight of the orbital on a set X is p_X = Σ_{i∈X} c_i², called `pop c X`. The Wiberg index sums P_ab² over a in A and b in B.

```lean
/-- The weight of the orbital `c` on the sites in `A`. -/
def pop (c : n → ℝ) (A : Finset n) : ℝ := ∑ i ∈ A, c i ^ 2

/-- The closed-shell density matrix `P = 2 c cᵀ`. -/
def density (c : n → ℝ) : Matrix n n ℝ := (2 : ℝ) • Matrix.vecMulVec c c

/-- The Wiberg index of a density matrix between two sets of sites. -/
def wiberg (P : Matrix n n ℝ) (A B : Finset n) : ℝ := ∑ a ∈ A, ∑ b ∈ B, P a b ^ 2
```

## The singlet spin function

Let s₁ and s₂ be the spins of the two electrons. The singlet has total spin zero, so

0 = (s₁ + s₂)² = 3/4 + 3/4 + 2 s₁·s₂,

and therefore s₁·s₂ = −3/4 on this state. The site projectors commute with the spin operators. Of the four terms in S_A·S_B, the two that act twice on the same electron give +3/4 and the two cross terms give −3/4. The operator thus multiplies Ψ by

w(i,j) = (3/4)(A_i B_i + A_j B_j − A_i B_j − B_i A_j).

In Lean, the entries of the spin matrices and of the singlet function are listed first. `total_spin_zero` then confirms that each component of the total spin annihilates the state, and `spinDot_pairState` is the formula for w. Both are proved by writing out the four spin components; the second also needs that the imaginary unit squares to −1, for the products of y matrices.

```lean
/-- The matrix elements of the three spin components. -/
theorem spinOp_entries :
    (spinOp 0 0 0 = 0 ∧ spinOp 0 0 1 = 1/2 ∧ spinOp 0 1 0 = 1/2 ∧ spinOp 0 1 1 = 0) ∧
    (spinOp 1 0 0 = 0 ∧ spinOp 1 0 1 = -Complex.I/2 ∧ spinOp 1 1 0 = Complex.I/2 ∧
      spinOp 1 1 1 = 0) ∧
    (spinOp 2 0 0 = 1/2 ∧ spinOp 2 0 1 = 0 ∧ spinOp 2 1 0 = 0 ∧ spinOp 2 1 1 = -1/2) := by
  refine ⟨⟨rfl, rfl, rfl, rfl⟩, ⟨rfl, rfl, rfl, rfl⟩, rfl, rfl, rfl, rfl⟩

/-- The four components of the singlet spin function. -/
theorem singletSpin_entries : singletSpin 0 0 = 0 ∧ singletSpin 0 1 = amp ∧
    singletSpin 1 0 = -amp ∧ singletSpin 1 1 = 0 := ⟨rfl, rfl, rfl, rfl⟩

/-- Every component of the total spin annihilates the electron pair. -/
theorem total_spin_zero (c : n → ℝ) (α : Fin 3) :
    siteSpin univ α (pairState c) = 0 := by
  have hu : ∀ i : n, ind univ i = 1 := fun i => by simp [ind]
  funext i s j t
  revert s t
  obtain rfl | rfl | rfl : α = 0 ∨ α = 1 ∨ α = 2 := by fin_cases α <;> simp
  all_goals
    simp only [Fin.forall_fin_two]
    refine ⟨⟨?_, ?_⟩, ?_, ?_⟩ <;>
    simp only [siteSpin, hu, Fin.sum_univ_two, pairState, spinOp_entries,
      singletSpin_entries, Pi.zero_apply] <;> ring1

omit [Fintype n] in
/-- On the singlet pair, `S_A · S_B` multiplies the wavefunction by a function of the two
positions: same-electron terms carry `3/4`, cross terms `-3/4`. -/
theorem spinDot_pairState (c : n → ℝ) (A B : Finset n) :
    spinDot A B (pairState c) = fun i s j t =>
      (3/4 * (ind A i * ind B i + ind A j * ind B j - ind A i * ind B j - ind B i * ind A j))
        * pairState c i s j t := by
  funext i s j t
  revert s t
  simp only [Fin.forall_fin_two]
  refine ⟨⟨?_, ?_⟩, ?_, ?_⟩ <;>
  simp only [spinDot, siteSpin, Fin.sum_univ_three, Fin.sum_univ_two, pairState,
    spinOp_entries, singletSpin_entries] <;>
  first
  | ring1
  | (ring_nf; simp only [Complex.I_sq]; ring1)
```

A triplet cannot place both electrons in one orbital, and for it the relation fails. Two parallel spins, one on each of two sites, have ⟨S₁·S₂⟩ = +1/4, while the spin-summed density matrix is the identity and its Wiberg index between the sites is 0.

## A real orbital

With c real and normalised, a given electron is on site i with probability c_i², and the same squares appear in P_ab². The two non-zero spin components of the singlet each contribute 1/2, so summing out the spins leaves

⟨Ψ|w|Ψ⟩ = Σ_i Σ_j w(i,j) c_i² c_j².

This is `braket_position`, valid for any function w of the two positions. Its proof uses reality when complex conjugation leaves the coefficients unchanged, and the final step inserts `amp * amp = 1/2`.

```lean
omit [DecidableEq n] in
/-- For an operator that multiplies by a function of the positions, the spins sum out and the
orbital densities of the two electrons remain. -/
theorem braket_position (c : n → ℝ) (w : n → n → ℂ) :
    braket (pairState c) (fun i s j t => w i j * pairState c i s j t) =
      ∑ i, ∑ j, w i j * ((c i : ℂ) ^ 2 * (c j : ℂ) ^ 2) := by
  have hr : conj amp = amp := Complex.conj_ofReal _
  have h2 : amp * amp = 1/2 := by
    have h : (√2)⁻¹ * (√2)⁻¹ = (1/2 : ℝ) := by
      rw [← mul_inv, Real.mul_self_sqrt (by norm_num)]; norm_num
    unfold amp
    rw [← Complex.ofReal_mul, h]; norm_num
  unfold braket
  refine sum_congr rfl fun i _ => ?_
  rw [Fin.sum_univ_two, ← sum_add_distrib]
  refine sum_congr rfl fun j _ => ?_
  simp only [Fin.sum_univ_two, pairState, singletSpin_entries, map_mul, map_neg, map_zero,
    Complex.conj_ofReal, hr]
  linear_combination (2 * w i j * (c i : ℂ) ^ 2 * (c j : ℂ) ^ 2) * h2
```

For the complex orbital c = (1, i)/√2, where i is the imaginary unit, the spin correlation is still −3/8, but the entry P₁₂ of 2ccᵀ is i, and its square is −1 instead of 1. The density matrix of a complex orbital is 2cc†, with the conjugate transpose, and taking |P_ab|² in the index repairs the relation.

## Normalisation

The hypothesis `hc` says Σ_i c_i² = 1: each electron is somewhere on the sites. By hand it is used twice. It makes ⟨Ψ|Ψ⟩ = (Σ_i c_i²)² equal to 1, and in the same-electron terms it lets the other electron sum to 1. Since A_i B_i is the indicator of A∩B, the four terms of w give

⟨S_A·S_B⟩ = (3/4)(p_{A∩B} + p_{A∩B} − p_A p_B − p_B p_A) = (3/2)(p_{A∩B} − p_A p_B).

`expect_spinDot` proves this for arbitrary A and B. There `hnorm` is the norm, obtained from `braket_position` with w = 1; `hm` merges the two indicators; and `hsplit` factorises the double sum, with `h1` to `h4` as its four instances.

```lean
/-- For a singlet pair in a normalised real orbital and arbitrary site sets, `⟨S_A · S_B⟩` is `3/2 *
(p - q)`, where `p` is the orbital weight on the common sites and `q` is the product of the weights
on `A` and on `B`. -/
theorem expect_spinDot (c : n → ℝ) (hc : ∑ i, c i ^ 2 = 1) (A B : Finset n) :
    expect (spinDot A B) (pairState c) =
      ((3/2 * (pop c (A ∩ B) - pop c A * pop c B) : ℝ) : ℂ) := by
  have hN : ∑ i, (c i : ℂ) ^ 2 = 1 := by exact_mod_cast hc
  have hp : ∀ X : Finset n, ∑ i, ind X i * (c i : ℂ) ^ 2 = (pop c X : ℂ) := fun X => by
    simp [ind, pop, ite_mul, Finset.sum_ite_mem]
  have hm : ∀ i, ind A i * ind B i = ind (A ∩ B) i := fun i => by
    by_cases hA : i ∈ A <;> by_cases hB : i ∈ B <;> simp [ind, hA, hB]
  -- the state is normalised
  have hnorm : braket (pairState c) (pairState c) = 1 := by
    have h := braket_position c (fun _ _ => 1)
    simp only [one_mul] at h
    rw [← sum_mul_sum, hN, one_mul] at h
    exact h
  -- the double sum over sites factorises into one-electron weights
  have hsplit : ∀ f g : n → ℂ,
      ∑ i, ∑ j, (f i * (c i : ℂ) ^ 2) * (g j * (c j : ℂ) ^ 2) =
        (∑ i, f i * (c i : ℂ) ^ 2) * ∑ j, g j * (c j : ℂ) ^ 2 :=
    fun f g => (sum_mul_sum _ _ _ _).symm
  have h1 := hsplit (ind (A ∩ B)) (fun _ => 1)
  have h2 := hsplit (fun _ => 1) (ind (A ∩ B))
  have h3 := hsplit (ind A) (ind B)
  have h4 := hsplit (ind B) (ind A)
  simp only [hp, one_mul, hN, mul_one] at h1 h2 h3 h4
  unfold expect
  rw [hnorm, div_one, spinDot_pairState, braket_position c (fun i j =>
    3/4 * (ind A i * ind B i + ind A j * ind B j - ind A i * ind B j - ind B i * ind A j))]
  simp only [hm]
  have hsum : ∀ i j : n, 3/4 * (ind (A ∩ B) i + ind (A ∩ B) j - ind A i * ind B j
      - ind B i * ind A j) * ((c i : ℂ) ^ 2 * (c j : ℂ) ^ 2) =
      3/4 * (ind (A ∩ B) i * (c i : ℂ) ^ 2 * (c j : ℂ) ^ 2
        + (c i : ℂ) ^ 2 * (ind (A ∩ B) j * (c j : ℂ) ^ 2)
        - ind A i * (c i : ℂ) ^ 2 * (ind B j * (c j : ℂ) ^ 2)
        - ind B i * (c i : ℂ) ^ 2 * (ind A j * (c j : ℂ) ^ 2)) := fun i j => by ring
  simp only [hsum, ← mul_sum, sum_sub_distrib, sum_add_distrib] at h1 h2 h3 h4 ⊢
  rw [h1, h2, h3, h4]
  push_cast
  ring
```

Without normalisation, take c = (1, 1) on two sites. The quotient still gives −3/8, because it ignores the scale of Ψ, but the Wiberg index of 2ccᵀ is now 4, and −3/8 of that is −3/2.

## Disjoint site sets

The hypothesis `hAB` says that the two fragments share no basis function. The Wiberg index factorises with or without it:

Σ_{a∈A} Σ_{b∈B} (2c_a c_b)² = 4 p_A p_B.

```lean
omit [Fintype n] [DecidableEq n] in
/-- The Wiberg index of `P = 2 c cᵀ` is four times the product of the orbital weights. -/
theorem wiberg_density (c : n → ℝ) (A B : Finset n) :
    wiberg (density c) A B = 4 * (pop c A * pop c B) := by
  unfold wiberg pop
  rw [sum_mul_sum, mul_sum]
  refine sum_congr rfl fun i _ => ?_
  rw [mul_sum]
  refine sum_congr rfl fun j _ => ?_
  simp only [density, Matrix.smul_apply, Matrix.vecMulVec_apply, smul_eq_mul]
  ring
```

Disjointness removes p_{A∩B}, the part of the spin product in which an electron meets itself. What remains is

⟨S_A·S_B⟩ = −(3/2) p_A p_B = −(3/8) · 4 p_A p_B.

The proof of the main theorem follows the same order: it rewrites with the general formula and the factorised index, replaces A∩B by the empty set, and finishes by algebra. The right-hand side is a real number read as a complex one, so the theorem also says that the expectation value is real.

```lean
/-- For a singlet pair in a normalised real orbital and disjoint site sets, `⟨S_A · S_B⟩` is
`-3/8` times the Wiberg index. -/
theorem expect_spinDot_eq_wiberg (c : n → ℝ) (hc : ∑ i, c i ^ 2 = 1) (A B : Finset n)
    (hAB : Disjoint A B) :
    expect (spinDot A B) (pairState c) = ((-3/8 * wiberg (density c) A B : ℝ) : ℂ) := by
  rw [expect_spinDot c hc, wiberg_density, Finset.disjoint_iff_inter_eq_empty.mp hAB]
  congr 1
  simp only [pop, sum_empty]
  ring
```

If the sets overlap, even the sign can be wrong. For two sites with equal weights and A = B = {1}, the expectation is (3/2)(1/2 − 1/4) = +3/8, while −3/8 times the index 4 · (1/2) · (1/2) = 1 is −3/8.

This overlapping case is the local spin square. Normalisation gives the complement Aᶜ of A the weight 1 − p_A, so

⟨S_A·S_A⟩ = (3/2) p_A(1 − p_A) = (3/8) · 4 p_A p_{Aᶜ},

which is 3/8 of the Wiberg index between A and everything else.

```lean
/-- For a singlet pair in a normalised real orbital, the local spin square `⟨S_A · S_A⟩` is `3/8`
times the Wiberg index between `A` and all other sites. -/
theorem expect_local_spin_sq (c : n → ℝ) (hc : ∑ i, c i ^ 2 = 1) (A : Finset n) :
    expect (spinDot A A) (pairState c) = ((3/8 * wiberg (density c) A Aᶜ : ℝ) : ℂ) := by
  have h : pop c A + pop c Aᶜ = 1 := by
    unfold pop
    rw [sum_add_sum_compl, hc]
  rw [expect_spinDot c hc, wiberg_density, inter_self]
  congr 1
  linear_combination (-3/2 * pop c A) * h
```

For two electrons sharing one orbital over orthonormal functions, a non-zero local spin square therefore shows that the orbital has weight both on A and outside it, and is not by itself a sign of diradical character.

Disjointness and normalisation together also limit the correlation. They give p_A + p_B ≤ 1, hence

4 p_A p_B = (p_A + p_B)² − (p_A − p_B)² ≤ 1,

and so ⟨S_A·S_B⟩ ≥ −3/8. Equality forces p_A = p_B and then p_A² = 1/4, so both weights are 1/2; conversely, these weights give −3/8. In the proof, `hle` is the bound on the sum and `hd` is the vanishing squared difference. The theorem takes the real part only because inequalities are stated for real numbers.

```lean
/-- For a singlet pair in a normalised real orbital and disjoint site sets, the real part of `⟨S_A ·
S_B⟩` is at least `-3/8`, with equality exactly when the orbital has weight one half on each set. -/
theorem spin_correlation_bound (c : n → ℝ) (hc : ∑ i, c i ^ 2 = 1) (A B : Finset n)
    (hAB : Disjoint A B) :
    -3/8 ≤ (expect (spinDot A B) (pairState c)).re ∧
    ((expect (spinDot A B) (pairState c)).re = -3/8 ↔ pop c A = 1/2 ∧ pop c B = 1/2) := by
  have hle : pop c A + pop c B ≤ 1 := by
    unfold pop
    rw [← sum_union hAB, ← hc]
    exact sum_le_sum_of_subset_of_nonneg (subset_univ _) fun i _ _ => sq_nonneg _
  have hA : 0 ≤ pop c A := sum_nonneg fun i _ => sq_nonneg _
  have hB : 0 ≤ pop c B := sum_nonneg fun i _ => sq_nonneg _
  rw [expect_spinDot_eq_wiberg c hc A B hAB, Complex.ofReal_re, wiberg_density]
  have hs : (pop c A + pop c B) ^ 2 ≤ 1 := pow_le_one₀ (by linarith) hle
  refine ⟨by nlinarith [sq_nonneg (pop c A - pop c B)], fun h => ?_, fun h => ?_⟩
  · -- a product of 1/4 and a sum of at most 1 force equal weights
    have hd : (pop c A - pop c B) ^ 2 = 0 :=
      le_antisymm (by nlinarith) (sq_nonneg _)
    have he : pop c A - pop c B = 0 := pow_eq_zero_iff (two_ne_zero) |>.mp hd
    have hb : pop c B = pop c A := by linarith
    rw [hb] at h hle ⊢
    have : pop c A = 1/2 := by nlinarith
    exact ⟨this, this⟩
  · rw [h.1, h.2]; norm_num

end

end LocalSpinBondOrder
```

A singlet with exactly one electron on each of two sites has −3/4, twice this limit. In the shared orbital with equal weights, half the probability lies in configurations with both electrons on one site, where the correlation is zero.

```lean
#print axioms LocalSpinBondOrder.total_spin_zero
-- 'LocalSpinBondOrder.total_spin_zero' depends on axioms: [propext, Classical.choice, Quot.sound]
#print axioms LocalSpinBondOrder.expect_spinDot_eq_wiberg
-- 'LocalSpinBondOrder.expect_spinDot_eq_wiberg' depends on axioms: [propext, Classical.choice, Quot.sound]
#print axioms LocalSpinBondOrder.expect_local_spin_sq
-- 'LocalSpinBondOrder.expect_local_spin_sq' depends on axioms: [propext, Classical.choice, Quot.sound]
#print axioms LocalSpinBondOrder.spin_correlation_bound
-- 'LocalSpinBondOrder.spin_correlation_bound' depends on axioms: [propext, Classical.choice, Quot.sound]
```
